# Commutators of the orbital spin operators S⁺ and S_z with S⁻ from the fermionic anticommutation relations

For spin operators built from fermionic creation and annihilation operators, the lemma `spin_comm` states that [S⁺_p, S⁻_q] = 2δ_pq S_z,p and [S_z,p, S⁻_q] = −δ_pq S⁻_q, in units where ħ = 1. The operators are linear maps on an arbitrary complex vector space and are assumed only to satisfy the canonical anticommutation relations; the creation operators need not be adjoints of the annihilation operators, and the set of orbitals may be infinite. The attempt first proves a general exchange rule `B` for two products of the form `c i * a j`, whose correction terms contain Kronecker deltas. It then rewrites with `B` in each of the two identities and treats p = q and p ≠ q separately.

The first attempt, which Lean rejects:

```lean
import Mathlib

open Finset

namespace SpinComm

noncomputable section

/-- Canonical anticommutation relations for creation operators `c` and annihilation
operators `a` on a complex vector space. -/
structure CAR {M V : Type*} [DecidableEq M] [AddCommGroup V] [Module ℂ V]
    (c a : M → Module.End ℂ V) : Prop where
  aa : ∀ i j, a i * a j + a j * a i = 0
  cc : ∀ i j, c i * c j + c j * c i = 0
  ac : ∀ i j, a i * c j + c j * a i = if i = j then 1 else 0

variable {ι V : Type*} [LinearOrder ι] [AddCommGroup V] [Module ℂ V]

section Defs

variable (c a : ι × Bool → Module.End ℂ V)

/-- Spin raising operator of orbital `p`; `true` labels spin up and `false` spin down. -/
def Splus (p : ι) : Module.End ℂ V := c (p, true) * a (p, false)

/-- Spin lowering operator of orbital `p`. -/
def Sminus (p : ι) : Module.End ℂ V := c (p, false) * a (p, true)

/-- The z component of the spin: half the difference of up and down occupation. -/
def Sz (p : ι) : Module.End ℂ V :=
  (1 / 2 : ℂ) • (c (p, true) * a (p, true) - c (p, false) * a (p, false))

end Defs

variable {c a : ι × Bool → Module.End ℂ V} {F : V}

/-- For CAR operators, moving a lowering operator to the left past `S⁺` or `Sz` costs a
term only when both belong to the same orbital. -/
theorem spin_comm (hC : CAR c a) (p q : ι) :
    Splus c a p * Sminus c a q =
      Sminus c a q * Splus c a p + (if p = q then (2 : ℂ) • Sz c a p else 0) ∧
    Sz c a p * Sminus c a q =
      Sminus c a q * Sz c a p - (if p = q then Sminus c a q else 0) := by
  -- the commutator of two one-body operators
  have B : ∀ i j k l, c i * a j * (c k * a l) = c k * a l * (c i * a j) +
      (c i * (if j = k then 1 else 0) * a l - c k * (if l = i then 1 else 0) * a j) := by
    intro i j k l
    linear_combination (norm := noncomm_ring) c i * hC.ac j k * a l - c k * hC.ac l i * a j
      - hC.cc i k * (a j * a l) + c k * c i * hC.aa j l
  constructor
  · simp only [Splus, Sminus, Sz]
    rw [B]
    by_cases h : p = q
    · subst h
      simp only [if_true, mul_one]
      module
    · simp [h, Ne.symm h]
  · simp only [Sminus, Sz, smul_mul_assoc, mul_smul_comm, sub_mul, mul_sub]
    rw [B, B]
    by_cases h : p = q
    · subst h
      simp only [Prod.mk.injEq, reduceCtorEq, and_false, if_true, if_false, mul_one,
        mul_zero, zero_mul]
      module
    · simp [h, Ne.symm h]

end

end SpinComm
```

The error:

```
Main.lean:64:6: error: ring failed, ring expressions not equal
ι : Type u_1
V : Type u_2
inst✝² : LinearOrder ι
inst✝¹ : AddCommGroup V
inst✝ : Module ℂ V
c a : ι × Bool → Module.End ℂ V
hC : CAR c a
p : ι
B :
  ∀ (i j k l : ι × Bool),
    c i * a j * (c k * a l) =
      c k * a l * (c i * a j) + ((c i * if j = k then 1 else 0) * a l - (c k * if l = i then 1 else 0) * a j)
⊢ 0 = -1 / 2
Main.lean:65:4: error: unsolved goals
case neg
ι : Type u_1
V : Type u_2
inst✝² : LinearOrder ι
inst✝¹ : AddCommGroup V
inst✝ : Module ℂ V
c a : ι × Bool → Module.End ℂ V
hC : CAR c a
p q : ι
B :
  ∀ (i j k l : ι × Bool),
    c i * a j * (c k * a l) =
      c k * a l * (c i * a j) + ((c i * if j = k then 1 else 0) * a l - (c k * if l = i then 1 else 0) * a j)
h : ¬p = q
⊢ c (p, false) * a (p, false) * (c (q, false) * a (q, true)) =
    c (q, false) * a (q, true) * (c (p, false) * a (p, false))
```

Diagnosis. Both errors come from `rw [B, B]` in the second identity. On the left, S_z gives two products to exchange with S⁻, one for spin up and one for spin down. The first `B` exchanges the spin-up product, but its result again has the form that `B` matches. The second `B`, with its arguments left open, takes that new product and exchanges it back, so the spin-down product is never touched.

For p ≠ q, `simp` is therefore left with the spin-down exchange as an unsolved goal. For p = q, `module` compares coefficients without using the anticommutation relations, and stops at the false equation `0 = -1 / 2`.

The repair gives `B` explicit arguments. Those of the second rewrite are the cure, since they direct it to the spin-down product. Those of the first only spell out the match Lean had already chosen, and are mere tidying.

As a diff, the version that Lean accepts:

```diff
@@ -57,5 +57,5 @@
     · simp [h, Ne.symm h]
   · simp only [Sminus, Sz, smul_mul_assoc, mul_smul_comm, sub_mul, mul_sub]
-    rw [B, B]
+    rw [B (p, true) (p, true) (q, false) (q, true), B (p, false) (p, false) (q, false) (q, true)]
     by_cases h : p = q
     · subst h
```
